# Real matrices that commute with the standard complex structure have nonnegative determinant

## Using a determinant as a sampling probability

In grand-canonical auxiliary-field Monte Carlo for fermions at finite temperature, a proposed change of the field can be accepted or rejected by comparing the weights of the old and new configurations. Once the fermions have been integrated out, the weight contains the determinant

$$W=\det(1+B_1B_2\cdots B_L),$$

where $B_\ell$ is the one-particle propagator across imaginary-time slice $\ell$ in the given field. Only a nonnegative $W$ can serve directly as an unnormalised probability. For real slices of size $2n\times 2n$, it is enough that every $B_\ell$ commutes with

$$J=\begin{pmatrix}0&-1\\1&0\end{pmatrix},\qquad J^2=-1.$$

Here $0$ and $1$ are the $n\times n$ zero and identity blocks. The matrix $J$ acts as multiplication by $i$ on pairs of real components. A real matrix that commutes with it is a complex $n\times n$ matrix written in real form. Physically, the complex one-particle space splits into two sectors, the eigenspaces of $J$ for $+i$ and $-i$, that propagate with complex-conjugate matrices, so their determinants multiply to a squared modulus.

## The determinant as a squared modulus

For real $n\times n$ matrices $X$ and $Y$, the claim is

$$\det\begin{pmatrix}X&-Y\\Y&X\end{pmatrix}=|\det(X+iY)|^2 .$$

Start with complex blocks $A$ and $B$, and multiply from the left:

$$\begin{pmatrix}1&0\\i&1\end{pmatrix}\begin{pmatrix}A&-B\\B&A\end{pmatrix}=\begin{pmatrix}A&-B\\iA+B&A-iB\end{pmatrix}.$$

Then multiply from the right by the inverse of the first factor:

$$\begin{pmatrix}A&-B\\iA+B&A-iB\end{pmatrix}\begin{pmatrix}1&0\\-i&1\end{pmatrix}=\begin{pmatrix}A+iB&-B\\0&A-iB\end{pmatrix}.$$

The lower left block is $iA+B-i(A-iB)=B+i^2B=0$. Both outer factors have determinant 1, so

$$\det\begin{pmatrix}A&-B\\B&A\end{pmatrix}=\det(A+iB)\,\det(A-iB).$$

Now set $A=X$ and $B=Y$, both real. Then $X-iY$ is the entrywise conjugate of $X+iY$. A determinant is a polynomial in the entries with integer coefficients, so $\det(X-iY)=\overline{\det(X+iY)}$, and the product is the squared modulus.

## From commuting slices to a nonnegative weight

Let $M$ have block rows $(A,B)$ and $(C,D)$, all real. Then

$$MJ=\begin{pmatrix}B&-A\\D&-C\end{pmatrix},\qquad JM=\begin{pmatrix}-C&-D\\A&B\end{pmatrix}.$$

These agree exactly when $D=A$ and $B=-C$, which is the form above with $X=A$ and $Y=C$. Hence $\det M=|\det(A+iC)|^2\ge 0$.

If two slices commute with $J$, so does their product, since $B_1B_2J=B_1JB_2=JB_1B_2$. The identity commutes with $J$ as well, and so does any sum of matrices that each commute with $J$. Therefore $1+B_1\cdots B_L$ commutes with $J$, and $W\ge 0$.

## Commuting with the block swap is not enough

Replace $J$ by the block swap $S$, with rows $(0,1)$ and $(1,0)$, so that $S^2=+1$. For $n=1$ the matrix

$$\begin{pmatrix}1&2\\2&1\end{pmatrix}$$

commutes with $S$ and has determinant $1-4=-3$. It is $1+B_1$ for the single matrix $B_1=2S$, so commuting with the swap does not by itself make $\det(1+B_1\cdots B_L)$ nonnegative. This $B_1$ is an algebraic example and not a propagator built from real exponentials: its determinant is $-4$, whereas a product of exponentials of real matrices has positive determinant.

## How the Lean statements read

The index type `n` is any finite type, and `n ⊕ n` labels the two halves of the doubled space. `realForm X Y` is the real block matrix, `complexForm X Y` is $X+iY$, and `complexStructure n` is $J$. The slices form a list `Bs` of any length, and `weight Bs` is $\det(1+B_1\cdots B_L)$ with the product in list order. An empty list has product 1.

- `det_realForm` is the squared-modulus identity.
- `commute_blocks_iff` characterises the matrices that commute with $J$.
- `det_of_commute` gives the determinant of such a matrix $M$ in terms of its first block column, `M.toBlocks₁₁` and `M.toBlocks₂₁`.
- `weight_nonneg` assumes that every slice in the list commutes with $J$ and concludes `0 ≤ weight Bs`.

The slices need not be symmetric, invertible or close to the identity. The weight may vanish. The determinant formula for $W$ is taken as a definition and not derived from a fermionic trace. Whether the slices of a particular Hamiltonian and decoupling commute with $J$, and are real in the basis where $J$ has the form above, has to be checked for that model. Any further factor in the Monte Carlo weight needs its own sign check.

```lean
import Mathlib

open Matrix ComplexConjugate

namespace SignFreeComplexStructure

noncomputable section

variable {n : Type*} [Fintype n] [DecidableEq n]

/-- The real block matrix with rows `(X, -Y)` and `(Y, X)`. -/
def realForm (X Y : Matrix n n ℝ) : Matrix (n ⊕ n) (n ⊕ n) ℝ :=
  fromBlocks X (-Y) Y X

/-- The complex matrix `X + iY` built from two real matrices. -/
def complexForm (X Y : Matrix n n ℝ) : Matrix n n ℂ :=
  X.map Complex.ofReal + Complex.I • Y.map Complex.ofReal

variable (n) in
/-- The standard complex structure `J`, with block rows `(0, -1)` and `(1, 0)`. -/
def complexStructure : Matrix (n ⊕ n) (n ⊕ n) ℝ :=
  fromBlocks 0 (-1) 1 0

/-- The fermion weight `det (1 + B₁ B₂ ⋯ B_L)` of a sequence of imaginary-time slices. -/
def weight (Bs : List (Matrix (n ⊕ n) (n ⊕ n) ℝ)) : ℝ :=
  (1 + Bs.prod).det

/-- A complex change of basis brings the block matrix with rows `(A, -B)` and `(B, A)` to
block-triangular form with diagonal blocks `A + iB` and `A - iB`. -/
theorem block_triangular (A B : Matrix n n ℂ) :
    fromBlocks 1 0 (Complex.I • (1 : Matrix n n ℂ)) 1 * fromBlocks A (-B) B A *
      fromBlocks 1 0 (-(Complex.I • (1 : Matrix n n ℂ))) 1 =
    fromBlocks (A + Complex.I • B) (-B) 0 (A - Complex.I • B) := by
  have hI : Complex.I * Complex.I = -1 := Complex.I_mul_I
  rw [fromBlocks_multiply, fromBlocks_multiply, fromBlocks_inj]
  simp only [Matrix.smul_mul, Matrix.mul_smul, Matrix.one_mul, Matrix.mul_one,
    Matrix.zero_mul, Matrix.mul_zero, Matrix.mul_neg]
  refine ⟨by module, by module, ?_, by module⟩
  -- the lower left block vanishes because `i² = -1`
  linear_combination (norm := module) hI • B

/-- The determinant of the block matrix with rows `(A, -B)` and `(B, A)` is the product of
the determinants of `A + iB` and `A - iB`, for complex `A` and `B`. -/
theorem det_block_factor (A B : Matrix n n ℂ) :
    (fromBlocks A (-B) B A).det =
      (A + Complex.I • B).det * (A - Complex.I • B).det := by
  have h := congrArg Matrix.det (block_triangular A B)
  simp only [det_mul, det_fromBlocks_zero₁₂, det_fromBlocks_zero₂₁, det_one,
    one_mul, mul_one] at h
  exact h

/-- The determinant of the real block matrix with rows `(X, -Y)` and `(Y, X)` is the squared
modulus of `det (X + iY)`. -/
theorem det_realForm (X Y : Matrix n n ℝ) :
    (realForm X Y).det = ‖(complexForm X Y).det‖ ^ 2 := by
  apply Complex.ofReal_injective
  -- read the real determinant as a complex one
  have hmap : Complex.ofRealHom.mapMatrix (realForm X Y) =
      fromBlocks (X.map Complex.ofReal) (-(Y.map Complex.ofReal))
        (Y.map Complex.ofReal) (X.map Complex.ofReal) := by
    ext i j
    rcases i with i | i <;> rcases j with j | j <;> simp [realForm]
  -- the second factor is the complex conjugate of the first
  have hconj : X.map Complex.ofReal - Complex.I • Y.map Complex.ofReal =
      (starRingEnd ℂ).mapMatrix (complexForm X Y) := by
    ext i j
    simp [complexForm, sub_eq_add_neg]
  have hdet : ((realForm X Y).det : ℂ) =
      (complexForm X Y).det * conj (complexForm X Y).det := by
    have h := RingHom.map_det Complex.ofRealHom (realForm X Y)
    rw [hmap, det_block_factor, hconj, ← RingHom.map_det] at h
    exact h
  rw [hdet, Complex.mul_conj, Complex.normSq_eq_norm_sq]

/-- A real block matrix commutes with the complex structure exactly when its diagonal blocks
agree and its off-diagonal blocks are opposite. -/
theorem commute_blocks_iff (A B C D : Matrix n n ℝ) :
    Commute (fromBlocks A B C D) (complexStructure n) ↔ D = A ∧ B = -C := by
  unfold Commute SemiconjBy complexStructure
  rw [fromBlocks_multiply, fromBlocks_multiply, fromBlocks_inj]
  simp only [Matrix.mul_zero, Matrix.zero_mul, Matrix.mul_one, Matrix.one_mul,
    Matrix.mul_neg, Matrix.neg_mul, zero_add, add_zero]
  constructor
  · rintro ⟨h1, -, h3, -⟩
    exact ⟨h3, h1⟩
  · rintro ⟨h1, h2⟩
    exact ⟨h2, by rw [h1], h1, h2.symm⟩

/-- For all real `X` and `Y`, the block matrix with rows `(X, -Y)` and `(Y, X)` commutes with
the complex structure. -/
theorem realForm_commute_witness (X Y : Matrix n n ℝ) :
    Commute (realForm X Y) (complexStructure n) :=
  (commute_blocks_iff X (-Y) Y X).2 ⟨rfl, rfl⟩

/-- If a real matrix commutes with the complex structure, its determinant is the squared
modulus of the determinant of the complex matrix formed from its first block column. -/
theorem det_of_commute (M : Matrix (n ⊕ n) (n ⊕ n) ℝ)
    (hM : Commute M (complexStructure n)) :
    M.det = ‖(complexForm M.toBlocks₁₁ M.toBlocks₂₁).det‖ ^ 2 := by
  have hblocks := fromBlocks_toBlocks M
  have h := hM
  rw [← hblocks, commute_blocks_iff] at h
  have hform : M = realForm M.toBlocks₁₁ M.toBlocks₂₁ := by
    refine hblocks.symm.trans ?_
    unfold realForm
    rw [h.1, h.2]
  exact (congrArg Matrix.det hform).trans (det_realForm _ _)

/-- If every imaginary-time slice commutes with the complex structure, the fermion weight
`det (1 + B₁ B₂ ⋯ B_L)` is nonnegative. -/
theorem weight_nonneg (Bs : List (Matrix (n ⊕ n) (n ⊕ n) ℝ))
    (hBs : ∀ B ∈ Bs, Commute B (complexStructure n)) :
    0 ≤ weight Bs := by
  -- the ordered product of the slices inherits the symmetry
  have hprod : Commute Bs.prod (complexStructure n) := by
    induction Bs with
    | nil =>
      rw [List.prod_nil]
      exact Commute.one_left _
    | cons B Bs ih =>
      rw [List.prod_cons]
      exact (hBs B (by simp)).mul_left (ih fun C hC => hBs C (by simp [hC]))
  unfold weight
  rw [det_of_commute _ ((Commute.one_left _).add_left hprod)]
  positivity

/-- Commuting with the block swap, which squares to `+1`, does not protect the sign: the
matrix with rows `(1, 2)` and `(2, 1)` commutes with the swap and has determinant `-3`. -/
theorem swap_symmetry_not_sufficient :
    (fromBlocks 0 1 1 0 : Matrix (Fin 1 ⊕ Fin 1) (Fin 1 ⊕ Fin 1) ℝ) ^ 2 = 1 ∧
    Commute (fromBlocks 1 !![2] !![2] 1 : Matrix (Fin 1 ⊕ Fin 1) (Fin 1 ⊕ Fin 1) ℝ)
      (fromBlocks 0 1 1 0) ∧
    (fromBlocks 1 !![2] !![2] 1 : Matrix (Fin 1 ⊕ Fin 1) (Fin 1 ⊕ Fin 1) ℝ).det = -3 := by
  refine ⟨?_, ?_, ?_⟩
  · rw [pow_two, fromBlocks_multiply]
    simp
  · unfold Commute SemiconjBy
    rw [fromBlocks_multiply, fromBlocks_multiply]
    simp
  · rw [det_fromBlocks_one₁₁]
    norm_num [Matrix.det_unique, Matrix.mul_apply]

end

end SignFreeComplexStructure
```

```lean
#print axioms SignFreeComplexStructure.det_of_commute
#print axioms SignFreeComplexStructure.weight_nonneg
#print axioms SignFreeComplexStructure.swap_symmetry_not_sufficient
```

```
'SignFreeComplexStructure.det_of_commute' depends on axioms: [propext, Classical.choice, Quot.sound]
'SignFreeComplexStructure.weight_nonneg' depends on axioms: [propext, Classical.choice, Quot.sound]
'SignFreeComplexStructure.swap_symmetry_not_sufficient' depends on axioms: [propext, Classical.choice, Quot.sound]
```

## How the proof follows the algebra

`block_triangular` is the change of basis. `fromBlocks_multiply` carries out the two block products, and `fromBlocks_inj` reduces the matrix equation to four block equations. Three are linear identities closed by `module`; the lower left one also needs $i^2=-1$, supplied as `hI`. `det_block_factor` takes determinants of both sides, where the triangular outer factors contribute 1.

`det_realForm` proves the real identity after embedding both sides in $\mathbb{C}$. Here `hmap` identifies the embedded block matrix, and `hconj` recognises $X-iY$ as the conjugate of $X+iY$. `RingHom.map_det` is used twice, because both the embedding of the reals and complex conjugation pass through a determinant. The last line turns $z\bar z$ into $|z|^2$.

`commute_blocks_iff` compares the blocks of $MJ$ and $JM$; two of the four equations repeat the other two. `realForm_commute_witness` applies it to show that every `realForm X Y` commutes with $J$. In the other direction, `det_of_commute` uses it to rewrite $M$ as a `realForm` and then applies the determinant identity.

`weight_nonneg` proves by induction on the list that the product commutes with $J$: the empty product is the identity, and `mul_left` adds one slice at a time. `add_left` then includes the 1, and `positivity` closes the goal because a square is nonnegative.

`swap_symmetry_not_sufficient` checks the three facts about the counter-example. Its determinant comes from the block formula for an identity in the upper left corner, which here gives $1-2\cdot 2=-3$.
